# Linear vanishing of a Slater determinant at coalescence: the Wronskian limit

To say that a two-fermion determinant vanishes linearly where the particles meet, one has to fix what the particles are and how the limit is taken. Here the two fermions live on a line, their orbitals $f$ and $g$ are real functions of one real coordinate, spin is left out (as for two particles of equal spin), and the factor $1/\sqrt2$ is dropped. No normalisation or orthogonality is assumed; the only regularity required is differentiability of both orbitals at the meeting point $x$. The separation $h$ tends to zero through nonzero values of both signs, which is the filter `𝓝[≠] 0`. The point $h=0$ has to be excluded: Lean gives division by zero the value zero, so a limit that included this point would force the Wronskian to vanish.

For a single determinant of same-spin orbitals, without electron correlation, the result gives the first-order term of the wave function at the node where two particles meet. For two particles, and where the Wronskian is nonzero, this term is the leading behaviour and the squared amplitude rises quadratically from zero, which is the bottom of the exchange hole as it appears in the pair density; where the Wronskian is zero the vanishing is faster.

```lean
import Mathlib

open Filter Topology

namespace SlaterCoalescence

noncomputable section
```

## The objects

The two-particle amplitude is $D(x_1,x_2) = f(x_1)g(x_2) - g(x_1)f(x_2)$.

```lean
/-- The unnormalised two-fermion Slater determinant of the orbitals `f`, `g`
with the particles at `x₁` and `x₂`. -/
def slater2 (f g : ℝ → ℝ) (x₁ x₂ : ℝ) : ℝ := f x₁ * g x₂ - g x₁ * f x₂
```

The Wronskian is $W(x) = f(x)g'(x) - g(x)f'(x)$, with `deriv` for the prime. This order of terms fixes the sign: it goes with the second particle being the displaced one.

```lean
/-- The Wronskian `f g' - g f'` of two orbitals at the point `x`. -/
def wronskian (f g : ℝ → ℝ) (x : ℝ) : ℝ := f x * deriv g x - g x * deriv f x
```

For $N$ fermions the matrix is $M_{pk} = \varphi_k(r_p)$, with rows for particles and columns for orbitals. One index type `n` labels both, so there are as many orbitals as particles, and the orbitals are complex valued.

```lean
/-- The Slater matrix of `N` orbitals `φ k` at `N` positions `r p`: rows are particles,
columns are orbitals. -/
def slaterMatrix {n E : Type*} (φ : n → E → ℂ) (r : n → E) : Matrix n n ℂ :=
  Matrix.of fun p k => φ k (r p)
```

## Determinant form and antisymmetry

The formula $\det\begin{pmatrix} a & b\\ c& d\end{pmatrix} = ad - bc$ with rows $(f(x_1), g(x_1))$ and $(f(x_2), g(x_2))$ returns $D(x_1,x_2)$.

```lean
/-- The two-fermion function is the determinant of the matrix of orbital values. -/
theorem slater2_eq_det (f g : ℝ → ℝ) (x₁ x₂ : ℝ) :
    slater2 f g x₁ x₂ = Matrix.det !![f x₁, g x₁; f x₂, g x₂] := by
  rw [Matrix.det_fin_two_of, slater2]
```

Exchanging the positions gives $f(x_2)g(x_1) - g(x_2)f(x_1) = -D(x_1,x_2)$.

```lean
/-- Exchanging the two particles reverses the sign of the determinant. -/
theorem slater2_swap (f g : ℝ → ℝ) (x₁ x₂ : ℝ) :
    slater2 f g x₂ x₁ = -slater2 f g x₁ x₂ := by
  unfold slater2
  ring
```

## The derivative along trajectories

Let the particles follow paths $p(t)$ and $q(t)$ with $p(0)=q(0)=x$, $\dot p(0)=a$ and $\dot q(0)=b$. The parameter $t$ only labels a curve in configuration space; no equation of motion is involved. The chain rule gives $\frac{d}{dt}f(p(t))\big|_0 = f'(x)\,a$, and likewise for the other three factors. The product rule on the direct and exchange terms then gives, with all functions at $x$,

$$\frac{dD}{dt}\Big|_0 = (f'a\,g + f\,g'b) - (g'a\,f + g\,f'b) = (b-a)\,(fg' - gf') = (b-a)\,W .$$

Only the relative velocity enters. In Lean, `key` is the chain rule for one orbital on one path, used four times; `fun_mul` and `fun_sub` are the product and difference rules, and `ring` collects the four terms.

```lean
/-- If the two particles move on trajectories that meet at `x` at time zero with velocities
`a` and `b`, the determinant has time derivative `(b - a)` times the Wronskian there. -/
theorem hasDerivAt_slater2_paths {f g p q : ℝ → ℝ} {x a b : ℝ}
    (hf : DifferentiableAt ℝ f x) (hg : DifferentiableAt ℝ g x)
    (hp : HasDerivAt p a 0) (hq : HasDerivAt q b 0) (hp0 : p 0 = x) (hq0 : q 0 = x) :
    HasDerivAt (fun t => slater2 f g (p t) (q t)) ((b - a) * wronskian f g x) 0 := by
  -- chain rule for an orbital evaluated along a trajectory through `x`
  have key : ∀ (u l : ℝ → ℝ) (c : ℝ), DifferentiableAt ℝ u x → l 0 = x → HasDerivAt l c 0 →
      HasDerivAt (fun t => u (l t)) (deriv u x * c) 0 := by
    intro u l c hu hl0 hl
    have hu' : HasDerivAt u (deriv u x) (l 0) := by
      rw [hl0]
      exact hu.hasDerivAt
    have hc := hu'.comp (0 : ℝ) hl
    exact hc
  -- product rule for the direct and the exchange term
  have h := ((key f p a hf hp0 hp).fun_mul (key g q b hg hq0 hq)).fun_sub
    ((key g p a hg hp0 hp).fun_mul (key f q b hf hq0 hq))
  unfold slater2
  refine h.congr_deriv ?_
  simp only [hp0, hq0, wronskian]
  ring
```

At $t=0$ the amplitude is $f(x)g(x) - g(x)f(x) = 0$. Therefore $D/t$ is the difference quotient $[D(t) - D(0)]/t$, and it tends to the derivative $(b-a)W$. The vanishing is `h0`, and `hasDerivAt_iff_tendsto_slope_zero` turns the derivative into the limit of the difference quotient.

```lean
/-- Along trajectories that meet at `x` at time zero with velocities `a` and `b`, the determinant
divided by the time tends to `(b - a)` times the Wronskian. -/
theorem tendsto_slater2_paths {f g p q : ℝ → ℝ} {x a b : ℝ}
    (hf : DifferentiableAt ℝ f x) (hg : DifferentiableAt ℝ g x)
    (hp : HasDerivAt p a 0) (hq : HasDerivAt q b 0) (hp0 : p 0 = x) (hq0 : q 0 = x) :
    Tendsto (fun t => slater2 f g (p t) (q t) / t) (𝓝[≠] 0)
      (𝓝 ((b - a) * wronskian f g x)) := by
  -- the determinant vanishes at coalescence, so the quotient is a difference quotient
  have h0 : slater2 f g (p 0) (q 0) = 0 := by
    rw [hp0, hq0, slater2]
    ring
  refine (hasDerivAt_iff_tendsto_slope_zero.mp
    (hasDerivAt_slater2_paths hf hg hp hq hp0 hq0)).congr fun t => ?_
  simp only [zero_add, h0, sub_zero, smul_eq_mul, div_eq_inv_mul]
```

## The main limit

Hold the first particle fixed, $p = x$ with $a=0$, and move the second as $q = x+h$ with $b=1$. Then

$$\lim_{h\to0,\ h\neq0}\frac{f(x)g(x+h) - g(x)f(x+h)}{h} = W(x).$$

Read in words, `tendsto_slater2_div` says: for any real functions $f$, $g$ and any real $x$ at which both are differentiable (`hf`, `hg`), the determinant at positions $x$ and $x+h$ divided by $h$ converges to $W(x)$. It gives no rate of convergence, and it allows $W(x)=0$, in which case $D$ vanishes faster than linearly. Differentiability cannot simply be dropped: for $f=1$, $g(y)=|y|$ and $x=0$ one has $D(0,h)=|h|$, and the quotient is $+1$ on one side and $-1$ on the other. The proof inserts the two paths and simplifies the factor $1-0$.

```lean
/-- For orbitals differentiable at `x`, the determinant at positions `x` and `x + h`, divided by
the separation `h`, tends to the Wronskian at `x` as `h` tends to zero. -/
theorem tendsto_slater2_div {f g : ℝ → ℝ} {x : ℝ}
    (hf : DifferentiableAt ℝ f x) (hg : DifferentiableAt ℝ g x) :
    Tendsto (fun h => slater2 f g x (x + h) / h) (𝓝[≠] 0) (𝓝 (wronskian f g x)) := by
  have h := tendsto_slater2_paths (p := fun _ => x) (q := fun h => x + h) hf hg
    (hasDerivAt_const (0 : ℝ) x) ((hasDerivAt_id' (0 : ℝ)).const_add x) rfl (add_zero x)
  rw [sub_zero, one_mul] at h
  exact h
```

The square of a convergent function converges to the square of its limit, and $(D/h)^2 = D^2/h^2$, so $D(x,x+h)^2/h^2 \to W(x)^2$. This is a statement about the unnormalised squared amplitude as the second particle approaches the first, which is held at $x$.

```lean
/-- The squared determinant divided by the squared separation tends to the squared Wronskian. -/
theorem tendsto_slater2_sq_div {f g : ℝ → ℝ} {x : ℝ}
    (hf : DifferentiableAt ℝ f x) (hg : DifferentiableAt ℝ g x) :
    Tendsto (fun h => slater2 f g x (x + h) ^ 2 / h ^ 2) (𝓝[≠] 0)
      (𝓝 (wronskian f g x ^ 2)) :=
  ((tendsto_slater2_div hf hg).pow 2).congr fun h => div_pow (slater2 f g x (x + h)) h 2
```

## Sign change across the node

Take now $q = x-h$, so that $b=-1$ and $D(x,x-h)/h \to -W$. Multiplying the two limits gives

$$\frac{D(x,x+h)\,D(x,x-h)}{h^2} \to -W^2 .$$

If $W\neq0$ the limit is negative, so the quotient is negative for all small enough $h\ne0$, and because $h^2>0$ the numerator is negative as well. The quantifier `∀ᶠ h in 𝓝[≠] (0 : ℝ)` means "for all nonzero $h$ in some neighbourhood of zero", with no size stated for the neighbourhood. The limits are `h1` and `h2`, the negativity of their product is `hneg`, and the last step argues by contradiction: a nonnegative numerator over $h\cdot h$ would give a nonnegative quotient. Without `hW` the claim is false: for $f=1$, $g(y)=y^2$ and $x=0$, $D(0,\pm h)=h^2$ has the same sign on both sides.

```lean
/-- Where the Wronskian is nonzero, the determinant has opposite signs with the second particle
at `x + h` and at `x - h`, for all small nonzero `h`. -/
theorem slater2_sign_change {f g : ℝ → ℝ} {x : ℝ}
    (hf : DifferentiableAt ℝ f x) (hg : DifferentiableAt ℝ g x) (hW : wronskian f g x ≠ 0) :
    ∀ᶠ h in 𝓝[≠] (0 : ℝ), slater2 f g x (x + h) * slater2 f g x (x - h) < 0 := by
  have h1 := tendsto_slater2_div hf hg
  have h2 := tendsto_slater2_paths (p := fun _ => x) (q := fun h => x - h) hf hg
    (hasDerivAt_const (0 : ℝ) x) ((hasDerivAt_id' (0 : ℝ)).const_sub x) rfl (sub_zero x)
  -- the product of the two quotients tends to minus the squared Wronskian
  have hneg : wronskian f g x * ((-1 - 0) * wronskian f g x) < 0 := by
    nlinarith [mul_self_pos.mpr hW]
  filter_upwards [(h1.mul h2).eventually (gt_mem_nhds hneg)] with h hh
  have hh' : slater2 f g x (x + h) / h * (slater2 f g x (x - h) / h) < 0 := hh
  rw [div_mul_div_comm] at hh'
  by_contra hc
  have hnn := div_nonneg (not_lt.mp hc) (mul_self_nonneg h)
  linarith
```

## An example

For $f=\cos$ and $g=\sin$ the subtraction formula gives $D(x,x+h) = \cos x\,\sin(x+h) - \sin x\,\cos(x+h) = \sin h$, and $W = \cos^2x + \sin^2x = 1$ at every $x$. The main limit then reads $\sin h/h\to1$.

```lean
/-- For the orbitals cosine and sine the determinant at `x` and `x + h` is `sin h`
and the Wronskian is one. -/
theorem slater2_cos_sin (x h : ℝ) :
    slater2 Real.cos Real.sin x (x + h) = Real.sin h ∧ wronskian Real.cos Real.sin x = 1 := by
  constructor
  · have hs := Real.sin_sub (x + h) x
    rw [add_sub_cancel_left] at hs
    unfold slater2
    linear_combination (-1 : ℝ) * hs
  · unfold wronskian
    rw [(Real.hasDerivAt_sin x).deriv, (Real.hasDerivAt_cos x).deriv]
    linear_combination Real.sin_sq_add_cos_sq x
```

## $N$ fermions

A determinant is linear in any one row. Writing a row vector as $w = \sum_k w_k e_k$ with unit rows $e_k$ gives

$$\det M[j\leftarrow w] = \sum_k w_k\,c_k,\qquad c_k = \det M[j\leftarrow e_k],$$

where $M[j\leftarrow w]$ is `M.updateRow j w` and the $c_k$ do not depend on $w$. The proof packages additivity and homogeneity in row $j$ as the linear map `L` and applies it to the expansion `hw`.

```lean
/-- Expansion along row `j`: the determinant is the sum of the entries of that row, each times
the determinant with row `j` replaced by a unit row. -/
theorem det_row_expansion {n : Type*} [Fintype n] [DecidableEq n]
    (M : Matrix n n ℂ) (j : n) (w : n → ℂ) :
    (M.updateRow j w).det
      = ∑ k, w k * (M.updateRow j (Pi.single k (1 : ℂ) : n → ℂ)).det := by
  -- the determinant is a linear functional of row `j`
  let L : (n → ℂ) →ₗ[ℂ] ℂ :=
    { toFun := fun u => (M.updateRow j u).det
      map_add' := fun u v => Matrix.det_updateRow_add M j u v
      map_smul' := fun s u => Matrix.det_updateRow_smul M j s u }
  have hw : w = ∑ k, w k • (Pi.single k (1 : ℂ) : n → ℂ) := by
    ext l
    simp [Finset.sum_apply, Pi.single_apply]
  have h : L w = ∑ k, w k • L (Pi.single k (1 : ℂ) : n → ℂ) :=
    calc L w = L (∑ k, w k • (Pi.single k (1 : ℂ) : n → ℂ)) := congrArg L hw
      _ = ∑ k, w k • L (Pi.single k (1 : ℂ) : n → ℂ) := by
        rw [map_sum]
        simp only [map_smul]
  exact h
```

If $i\neq j$ and $r_i=r_j$, rows $i$ and $j$ of the Slater matrix are equal and the determinant is zero.

```lean
/-- The `N`-fermion Slater determinant vanishes when two different particles are at the
same position. -/
theorem slater_det_eq_zero {n E : Type*} [Fintype n] [DecidableEq n]
    (φ : n → E → ℂ) {r : n → E} {i j : n} (hij : i ≠ j) (hr : r i = r j) :
    (slaterMatrix φ r).det = 0 := by
  refine Matrix.det_zero_of_row_eq hij ?_
  funext k
  simp [slaterMatrix, hr]
```

Let particle $j$ move on a path $l(t)$ with $l(0)=r_i$ and $\dot l(0)=v$ while all other particles stay fixed. Only row $j$ changes, so $\det M(t) = \sum_k \varphi_k(l(t))\,c_k$. The chain rule gives $\frac{d}{dt}\varphi_k(l(t))\big|_0 = \partial_v\varphi_k(r_i)$, the derivative of the orbital at $r_i$ along $v$, which in ordinary space is $v\cdot\nabla\varphi_k$. Summing with the constants $c_k$ and reading the expansion backwards, the derivative of the determinant is $\det M[j\leftarrow \partial_v\varphi(r_i)]$. Since $\det M(0)=0$,

$$\frac{\det M(t)}{t} \to \det M\big[j\leftarrow(\partial_v\varphi_k(r_i))_k\big].$$

In the statement, positions lie in any real normed space `E`, three-dimensional space being one case, and `n` is a finite index type. `Function.update r j (l t)` places particle $j$ at $l(t)$, so the original entry $r_j$ plays no part. Each orbital must be differentiable, in the real Fréchet sense, at $r_i$ only, and `fderiv ℝ (φ k) (r i) v` is $\partial_v\varphi_k(r_i)$. The hypothesis `hij` is needed: for a single particle with $\varphi=1$ the quotient is $1/t$. The theorem does not say that the limiting determinant is nonzero, and it treats one moving particle and one determinant, without spin coordinates or interactions. That for $N=2$ on the line the limiting determinant reduces to the Wronskian up to sign and the factor $v$ is plain by hand, but no theorem here makes that link.

The steps appear in the same order as by hand: `hrow` for the single changing row, `hc` for the expansion, `hk` for the chain rule, `hsum` and `hF` for the derivative of the sum and its identification with the limiting determinant, and `h0` for the vanishing at $t=0$.

```lean
/-- If particle `j` passes through the position of particle `i` at time zero with velocity `v`,
the Slater determinant divided by the time tends to the determinant whose row `j` holds the
derivatives of the orbitals along `v` at that position. -/
theorem tendsto_slater_det_div {n E : Type*} [Fintype n] [DecidableEq n]
    [NormedAddCommGroup E] [NormedSpace ℝ E]
    {φ : n → E → ℂ} {r : n → E} {i j : n} (hij : i ≠ j)
    (hφ : ∀ k, DifferentiableAt ℝ (φ k) (r i))
    {l : ℝ → E} {v : E} (hl : HasDerivAt l v 0) (hl0 : l 0 = r i) :
    Tendsto (fun t : ℝ => (slaterMatrix φ (Function.update r j (l t))).det / (t : ℂ)) (𝓝[≠] 0)
      (𝓝 ((slaterMatrix φ r).updateRow j fun k => fderiv ℝ (φ k) (r i) v).det) := by
  -- moving particle `j` changes row `j` only
  have hrow : ∀ y, slaterMatrix φ (Function.update r j y)
      = (slaterMatrix φ r).updateRow j (fun k => φ k y) := by
    intro y
    ext p k
    by_cases hp : p = j <;>
      simp [slaterMatrix, Matrix.updateRow_apply, Function.update_apply, hp]
  obtain ⟨c, hc⟩ : ∃ c : n → ℂ, ∀ w : n → ℂ,
      ((slaterMatrix φ r).updateRow j w).det = ∑ k, w k * c k :=
    ⟨fun k => ((slaterMatrix φ r).updateRow j (Pi.single k (1 : ℂ) : n → ℂ)).det,
      det_row_expansion _ j⟩
  -- chain rule for each orbital along the trajectory
  have hk : ∀ k, HasDerivAt (fun t => φ k (l t)) (fderiv ℝ (φ k) (r i) v) 0 := by
    intro k
    have hD : HasFDerivAt (φ k) (fderiv ℝ (φ k) (r i)) (l 0) := by
      rw [hl0]
      exact (hφ k).hasFDerivAt
    have hcomp := hD.comp_hasDerivAt (0 : ℝ) hl
    exact hcomp
  have hsum : HasDerivAt (fun t => ∑ k, φ k (l t) * c k)
      (∑ k, fderiv ℝ (φ k) (r i) v * c k) 0 :=
    HasDerivAt.fun_sum fun k _ => (hk k).mul_const (c k)
  have hfun : (fun t : ℝ => (slaterMatrix φ (Function.update r j (l t))).det)
      = fun t => ∑ k, φ k (l t) * c k := by
    funext t
    exact (congrArg Matrix.det (hrow _)).trans (hc _)
  have hF : HasDerivAt (fun t : ℝ => (slaterMatrix φ (Function.update r j (l t))).det)
      ((slaterMatrix φ r).updateRow j fun k => fderiv ℝ (φ k) (r i) v).det 0 := by
    rw [hfun, hc]
    exact hsum
  -- at time zero two rows coincide
  have h0 : (slaterMatrix φ (Function.update r j (l 0))).det = 0 := by
    refine slater_det_eq_zero φ hij ?_
    simp [Function.update_of_ne hij, hl0]
  refine (hasDerivAt_iff_tendsto_slope_zero.mp hF).congr fun t => ?_
  simp only [zero_add, h0, sub_zero, Complex.real_smul, Complex.ofReal_inv, div_eq_inv_mul]

end

end SlaterCoalescence
```

```lean
#print axioms SlaterCoalescence.tendsto_slater2_sq_div
#print axioms SlaterCoalescence.slater2_cos_sin
#print axioms SlaterCoalescence.slater_det_eq_zero
#print axioms SlaterCoalescence.tendsto_slater_det_div
```

```
'SlaterCoalescence.tendsto_slater2_sq_div' depends on axioms: [propext, Classical.choice, Quot.sound]
'SlaterCoalescence.slater2_cos_sin' depends on axioms: [propext, Classical.choice, Quot.sound]
'SlaterCoalescence.slater_det_eq_zero' depends on axioms: [propext, Classical.choice, Quot.sound]
'SlaterCoalescence.tendsto_slater_det_div' depends on axioms: [propext, Classical.choice, Quot.sound]
```
